# Normalised DIIS coefficients minimise the residual norm exactly when $Bc$ is constant

Take two distinct error vectors $e_1,e_2$ and coefficients $c=(1-t,\,t)$, normalised in the sense that they sum to one. The combination $r=e_1+t(e_2-e_1)$ runs along a line, and it is shortest where it is perpendicular to that line:

$$\langle e_2-e_1,\,r\rangle=0,\qquad\text{that is,}\qquad \langle e_1,r\rangle=\langle e_2,r\rangle .$$

With $B_{ij}=\langle e_i,e_j\rangle$, these two overlaps are the entries of $Bc$. If $l$ is their common value, then $\|r\|^2=(1-t)l+tl=l$. The same argument works for any finite number of error vectors.

## Error vectors and their overlaps

The finite type `ι` labels the stored iterations. The error vectors lie in a real inner-product space `E` of any dimension and may be linearly dependent.

In Lean 4 with Mathlib:

```lean
import Mathlib

open Matrix

namespace PulayDIIS

noncomputable section

variable {ι E : Type*} [Fintype ι] [NormedAddCommGroup E] [InnerProductSpace ℝ E]
```

For real coefficients $c$, the extrapolated error vector is $r(c)=\sum_i c_i e_i$. In Hartree–Fock theory it combines the stored errors linearly, and need not be the error of the extrapolated Fock matrix.

```lean
/-- The extrapolated error vector `∑ c_i e_i`. -/
def residual (e : ι → E) (c : ι → ℝ) : E := ∑ i, c i • e i
```

The matrix $B$ collects the overlaps.

```lean
/-- The matrix of overlaps `B_ij = ⟨e_i, e_j⟩` of the error vectors. -/
def pulayMatrix (e : ι → E) : Matrix ι ι ℝ := Matrix.of fun i j => inner ℝ (e i) (e j)
```

A minimiser satisfies $\sum_i c_i=1$ and $\|r(c)\|^2\le\|r(d)\|^2$ for every $d$ with $\sum_i d_i=1$. Coefficients may be negative.

```lean
/-- The coefficients `c` sum to one and give the smallest squared residual norm among all
coefficients that sum to one. -/
def IsDIISMinimizer (e : ι → E) (c : ι → ℝ) : Prop :=
  ∑ i, c i = 1 ∧ ∀ d : ι → ℝ, ∑ i, d i = 1 → ‖residual e c‖ ^ 2 ≤ ‖residual e d‖ ^ 2
```

The linear system for $c$ and a multiplier $l$ uses $B$ with one extra row and column. `Unit` supplies the extra index; the border is $-1$ and the corner $0$.

```lean
/-- The overlap matrix bordered by a row and a column of entries `-1`, with corner `0`. -/
def borderedMatrix (e : ι → E) : Matrix (ι ⊕ Unit) (ι ⊕ Unit) ℝ :=
  Matrix.fromBlocks (pulayMatrix e) (Matrix.of fun _ _ => -1) (Matrix.of fun _ _ => -1) 0
```

Linearity of the inner product gives

$$(Bc)_i=\sum_j\langle e_i,e_j\rangle c_j=\langle e_i,r(c)\rangle .$$

```lean
/-- The `i`-th entry of `B c` is the overlap of `e_i` with the extrapolated error vector. -/
theorem pulayMatrix_mulVec (e : ι → E) (c : ι → ℝ) (i : ι) :
    (pulayMatrix e *ᵥ c) i = inner ℝ (e i) (residual e c) := by
  simp only [pulayMatrix, Matrix.mulVec, dotProduct, residual, Matrix.of_apply, inner_sum,
    real_inner_smul_right]
  exact Finset.sum_congr rfl fun j _ => mul_comm _ _
```

Multiplying by $d_i$ and summing over $i$ gives $\langle r(d),r(c)\rangle=d\cdot Bc$.

```lean
/-- The inner product of two extrapolated error vectors is the bilinear form `d · B c`. -/
theorem inner_residual (e : ι → E) (d c : ι → ℝ) :
    inner ℝ (residual e d) (residual e c) = d ⬝ᵥ (pulayMatrix e *ᵥ c) := by
  simp only [dotProduct, pulayMatrix_mulVec]
  rw [show residual e d = ∑ i, d i • e i from rfl, sum_inner]
  exact Finset.sum_congr rfl fun j _ => real_inner_smul_left _ _ _
```

## Equal overlaps give the minimum

Suppose $\sum_i c_i=1$ and $(Bc)_i=l$ for all $i$. For every normalised $d$,

$$\langle r(d),r(c)\rangle=\sum_i d_i\,l=l .$$

The choice $d=c$ gives $\|r(c)\|^2=l$. Expanding the squared distance,

$$\|r(d)-r(c)\|^2=\|r(d)\|^2-2l+l,$$

so $\|r(d)\|^2=l+\|r(d)-r(c)\|^2\ge l$. In the proof, `key` is the overlap identity, used once for $c$ and once for $d$.

```lean
/-- If `c` sums to one and every entry of `B c` equals `l`, the squared residual norm of any
normalised `d` is `l` plus the squared distance between the two residuals. -/
theorem norm_sq_residual_of_pulay (e : ι → E) {c d : ι → ℝ} {l : ℝ}
    (hc : ∑ i, c i = 1) (hB : pulayMatrix e *ᵥ c = fun _ => l) (hd : ∑ i, d i = 1) :
    ‖residual e d‖ ^ 2 = l + ‖residual e d - residual e c‖ ^ 2 := by
  -- the residual of any coefficients that sum to one has overlap `l` with the residual of `c`
  have key : ∀ a : ι → ℝ, ∑ i, a i = 1 → inner ℝ (residual e a) (residual e c) = l := by
    intro a ha
    rw [inner_residual, hB]
    simp only [dotProduct]
    rw [← Finset.sum_mul, ha, one_mul]
  have h1 := key c hc
  rw [real_inner_self_eq_norm_sq] at h1
  have h2 := key d hd
  have h3 := norm_sub_sq_real (residual e d) (residual e c)
  linarith
```

## A minimiser has equal overlaps

Let $c$ be a minimiser. Mix in iterate $i$ with weight $t$: the coefficients $(1-t)c_k+t\delta_{ki}$ still sum to one, and the residual becomes $r(c)+t(e_i-r(c))$. With $g=\langle r(c),e_i-r(c)\rangle$ and $n=\|e_i-r(c)\|^2$, minimality requires

$$0\le 2tg+t^2n\qquad\text{for all real }t .$$

This is `hvar`. If $g\ne0$, the choice $t=-g/(n+1)$ makes the right-hand side

$$-\frac{g^2(n+2)}{(n+1)^2}<0,$$

a contradiction that also covers $n=0$. Hence $g=0$, which says $(Bc)_i=\langle e_i,r(c)\rangle=\|r(c)\|^2$.

```lean
/-- For minimising coefficients every entry of `B c` equals the squared residual norm. -/
theorem pulay_of_minimizer (e : ι → E) {c : ι → ℝ} (h : IsDIISMinimizer e c) :
    pulayMatrix e *ᵥ c = fun _ => ‖residual e c‖ ^ 2 := by
  classical
  funext i
  rw [pulayMatrix_mulVec]
  -- mix the single iterate `i` into `c` with weight `t`
  have hvar : ∀ t : ℝ, 0 ≤ 2 * (t * inner ℝ (residual e c) (e i - residual e c))
      + t ^ 2 * ‖e i - residual e c‖ ^ 2 := by
    intro t
    have hres : residual e (fun k => (1 - t) * c k + t * (if k = i then 1 else 0))
        = residual e c + t • (e i - residual e c) := by
      simp only [residual, add_smul, mul_smul, Finset.sum_add_distrib, ← Finset.smul_sum,
        ite_smul, one_smul, zero_smul, Finset.sum_ite_eq', Finset.mem_univ, if_true]
      module
    have hm := h.2 (fun k => (1 - t) * c k + t * (if k = i then 1 else 0))
      (by simp [Finset.sum_add_distrib, ← Finset.mul_sum, h.1])
    rw [hres, norm_add_sq_real, real_inner_smul_right, norm_smul, mul_pow,
      Real.norm_eq_abs, sq_abs] at hm
    linarith
  -- the first-order change must vanish
  have hg : inner ℝ (residual e c) (e i - residual e c) = 0 := by
    generalize inner ℝ (residual e c) (e i - residual e c) = g at hvar
    have hn : 0 ≤ ‖e i - residual e c‖ ^ 2 := by positivity
    generalize ‖e i - residual e c‖ ^ 2 = n at hvar hn
    by_contra hne
    have h1 := hvar (-g / (n + 1))
    have hn1 : n + 1 ≠ 0 := by positivity
    have h2 : 2 * (-g / (n + 1) * g) + (-g / (n + 1)) ^ 2 * n
        = -(g ^ 2 * (n + 2) / (n + 1) ^ 2) := by
      field_simp
      ring
    have h3 : 0 < g ^ 2 * (n + 2) / (n + 1) ^ 2 := by positivity
    linarith
  rw [inner_sub_right, real_inner_self_eq_norm_sq] at hg
  rw [real_inner_comm]
  linarith
```

## The Pulay equations

The theorem assumes $\sum_i c_i=1$. Its first part says that $c$ is a minimiser if and only if $Bc$ is constant. Its second part uses `IsLeast`: any such constant $l$ is attained as a squared residual norm and is a lower bound for all normalised coefficients. Necessity comes from the variation in $t$, sufficiency and the value of $l$ from the distance identity.

In a self-consistent-field calculation with real error vectors, this characterises the mixing coefficients of one DIIS step; it does not address convergence of the iteration.

```lean
/-- Pulay equations: normalised coefficients minimise the squared residual norm if and only if
`B c` is a constant vector, and any such constant is the minimum. -/
theorem pulay_equations (e : ι → E) {c : ι → ℝ} (hc : ∑ i, c i = 1) :
    (IsDIISMinimizer e c ↔ ∃ l : ℝ, pulayMatrix e *ᵥ c = fun _ => l) ∧
    ∀ l : ℝ, (pulayMatrix e *ᵥ c = fun _ => l) →
      IsLeast {x : ℝ | ∃ d : ι → ℝ, ∑ i, d i = 1 ∧ x = ‖residual e d‖ ^ 2} l := by
  have hval : ∀ l : ℝ, (pulayMatrix e *ᵥ c = fun _ => l) → l = ‖residual e c‖ ^ 2 := by
    intro l hl
    have h := norm_sq_residual_of_pulay e hc hl hc
    simp only [sub_self, norm_zero] at h
    linarith
  have hle : ∀ l : ℝ, (pulayMatrix e *ᵥ c = fun _ => l) →
      ∀ d : ι → ℝ, ∑ i, d i = 1 → l ≤ ‖residual e d‖ ^ 2 := by
    intro l hl d hd
    have h := norm_sq_residual_of_pulay e hc hl hd
    have h0 := sq_nonneg ‖residual e d - residual e c‖
    linarith
  refine ⟨⟨fun h => ⟨_, pulay_of_minimizer e h⟩, ?_⟩, ?_⟩
  · rintro ⟨l, hl⟩
    exact ⟨hc, fun d hd => hval l hl ▸ hle l hl d hd⟩
  · intro l hl
    refine ⟨⟨c, hc, hval l hl⟩, ?_⟩
    rintro x ⟨d, hd, rfl⟩
    exact hle l hl d hd
```

The rows of the bordered system read

$$\sum_j B_{ij}c_j-l=0,\qquad -\sum_j c_j=-1 .$$

They are the Pulay equations and the normalisation, so $(c,l)$ solves the system exactly when $c$ is a minimiser and $l=\|r(c)\|^2$. The proof reads off the two kinds of row separately.

```lean
/-- The pair `(c, l)` solves the bordered DIIS linear system if and only if `c` is a minimiser
and `l` is its squared residual norm. -/
theorem bordered_system_iff (e : ι → E) (c : ι → ℝ) (l : ℝ) :
    borderedMatrix e *ᵥ Sum.elim c (fun _ => l) = Sum.elim (fun _ => 0) (fun _ => -1) ↔
      IsDIISMinimizer e c ∧ l = ‖residual e c‖ ^ 2 := by
  rw [borderedMatrix, Matrix.fromBlocks_mulVec]
  constructor
  · intro h
    have hs : ∑ i, c i = 1 := by
      have h2 := congrFun h (Sum.inr ())
      simp [Matrix.mulVec, dotProduct] at h2
      linarith
    have hB : pulayMatrix e *ᵥ c = fun _ => l := by
      funext i
      have h1 := congrFun h (Sum.inl i)
      simp [Matrix.mulVec, dotProduct] at h1
      simp only [Matrix.mulVec, dotProduct]
      linarith
    refine ⟨(pulay_equations e hs).1.2 ⟨l, hB⟩, ?_⟩
    have h3 := norm_sq_residual_of_pulay e hs hB hs
    simp only [sub_self, norm_zero] at h3
    linarith
  · rintro ⟨hm, hl⟩
    have hB := pulay_of_minimizer e hm
    rw [← hl] at hB
    funext x
    rcases x with i | u
    · have h1 := congrFun hB i
      simp only [Matrix.mulVec, dotProduct] at h1
      simp [Matrix.mulVec, dotProduct, h1]
    · simp [Matrix.mulVec, dotProduct, hm.1]
```

## Existence and uniqueness of the residual

A minimiser exists for any nonempty family, even if $B$ is singular. Fix $j$ and project $e_j$ orthogonally onto the span of the differences $e_i-e_j$. This span is finite-dimensional, so the projection $p=\sum_k a_k(e_k-e_j)$ exists. Put

$$c_k=\Bigl(1+\sum_i a_i\Bigr)\delta_{kj}-a_k .$$

Then $\sum_k c_k=1$ and $r(c)=e_j-p$. Orthogonality to each $e_i-e_j$ gives $\langle e_i,r(c)\rangle=\langle e_j,r(c)\rangle$, so $Bc$ is constant.

```lean
/-- Every nonempty finite family of error vectors, linearly dependent or not, has minimising
coefficients. -/
theorem exists_minimizer [Nonempty ι] (e : ι → E) : ∃ c : ι → ℝ, IsDIISMinimizer e c := by
  classical
  obtain ⟨j⟩ := ‹Nonempty ι›
  -- project `e j` onto the span of the differences `e i - e j`
  let K : Submodule ℝ E := Submodule.span ℝ (Set.range fun i => e i - e j)
  have : FiniteDimensional ℝ K := FiniteDimensional.span_of_finite ℝ (Set.finite_range _)
  have : CompleteSpace K := FiniteDimensional.complete ℝ K
  obtain ⟨p, hp, horth⟩ :=
    Submodule.HasOrthogonalProjection.exists_orthogonal (K := K) (e j)
  obtain ⟨a, ha⟩ := (Submodule.mem_span_range_iff_exists_fun ℝ).1 hp
  let c : ι → ℝ := fun k => (1 + ∑ i, a i) * (if k = j then 1 else 0) - a k
  have hc : ∑ k, c k = 1 := by
    simp [c, Finset.sum_sub_distrib]
  have hres : residual e c = e j - p := by
    rw [← ha]
    simp only [c, residual, sub_smul, mul_smul, smul_sub, Finset.sum_sub_distrib,
      ← Finset.smul_sum, ← Finset.sum_smul, ite_smul, one_smul, zero_smul,
      Finset.sum_ite_eq', Finset.mem_univ, if_true]
    module
  refine ⟨c, (pulay_equations e hc).1.2 ⟨inner ℝ (e j) (residual e c), ?_⟩⟩
  funext i
  rw [pulayMatrix_mulVec, hres]
  have h := (Submodule.mem_orthogonal K _).1 horth (e i - e j)
    (Submodule.subset_span ⟨i, rfl⟩)
  rw [inner_sub_left] at h
  linarith
```

The coefficients may not be unique, but the residual is. If $c$ is a minimiser and $d$ is normalised, then

$$\|r(d)\|^2=\|r(c)\|^2+\|r(d)-r(c)\|^2,$$

so $d$ is also a minimiser exactly when $r(d)=r(c)$.

```lean
/-- Given one minimiser `c`, normalised coefficients `d` are also a minimiser if and only if
they give the same extrapolated error vector. -/
theorem minimizer_iff_same_residual (e : ι → E) {c d : ι → ℝ}
    (hc : IsDIISMinimizer e c) (hd : ∑ i, d i = 1) :
    IsDIISMinimizer e d ↔ residual e d = residual e c := by
  constructor
  · intro h
    have h1 := norm_sq_residual_of_pulay e hc.1 (pulay_of_minimizer e hc) hd
    have h2 := h.2 c hc.1
    have h3 : ‖residual e d - residual e c‖ ^ 2 = 0 :=
      le_antisymm (by linarith) (sq_nonneg _)
    exact sub_eq_zero.1 (norm_eq_zero.1 (pow_eq_zero_iff two_ne_zero |>.1 h3))
  · intro h
    refine ⟨hd, fun a ha => ?_⟩
    rw [h]
    exact hc.2 a ha

end

end PulayDIIS
```

```lean
#print axioms PulayDIIS.bordered_system_iff
#print axioms PulayDIIS.exists_minimizer
#print axioms PulayDIIS.minimizer_iff_same_residual
```

```
'PulayDIIS.bordered_system_iff' depends on axioms: [propext, Classical.choice, Quot.sound]
'PulayDIIS.exists_minimizer' depends on axioms: [propext, Classical.choice, Quot.sound]
'PulayDIIS.minimizer_iff_same_residual' depends on axioms: [propext, Classical.choice, Quot.sound]
```
